# Relativistic norm conservation for radial Dirac solutions in local potentials

## Radial spinors and their conventions

Atomic units are used, with \(c\) the speed of light and the rest energy subtracted from the energy \(e\). An electron in a spherical local potential \(V(r)\) has a large radial component \(G\) and a small one \(F\), both real and both including the factor \(r\). In the channel with Dirac quantum number \(k\) they obey

\[
G'=-\frac{kG}{r}+\frac{(e-V+2c^2)F}{c},\qquad
F'=\frac{kF}{r}-\frac{(e-V)G}{c}.
\]

For two solutions \((G_1,F_1)\) and \((G_2,F_2)\) at energies \(e_1\) and \(e_2\), with the same \(V\), \(k\) and \(c\), define the Wronskian and the overlap on \([a,R]\):

\[
W(r)=G_1F_2-G_2F_1,\qquad
O_{12}=\int_a^R (G_1G_2+F_1F_2)\,dr .
\]

The overlap of a solution with itself is called its charge. Solutions need not be normalised, so this is a probability only for a bound state, after division by the integral of \(G^2+F^2\) over all \(r\).

## Growth of the Wronskian

The first result is

\[
c\,W(R)-c\,W(a)=(e_1-e_2)\,O_{12}.
\]

To derive it, insert the radial equations into \(W'=G_1'F_2+G_1F_2'-G_2'F_1-G_2F_1'\):

\[
\begin{aligned}
G_1'F_2+G_1F_2'&=\frac{(e_1-V+2c^2)F_1F_2-(e_2-V)G_1G_2}{c},\\
G_2'F_1+G_2F_1'&=\frac{(e_2-V+2c^2)F_1F_2-(e_1-V)G_1G_2}{c}.
\end{aligned}
\]

The \(k/r\) terms have cancelled within each line. Subtraction removes \(V\) and \(2c^2\), leaving \(cW'=(e_1-e_2)(G_1G_2+F_1F_2)\). Integration from \(a\) to \(R\) gives the result.

The solutions \((r,0)\) at energy \(0\) and \((r,2cr^2/3)\) at energy \(-2c^2\), for \(V=0\) and \(k=-1\), provide a check. With \(a=0\), both sides equal \(2c^2R^3/3\).

The same identity gives orthogonality: if \(W\) vanishes at both ends and \(e_1\ne e_2\), then \(O_{12}=0\).

## Charge from the energy derivative of F/G

Now take a family \((G_e,F_e)\) of solutions at all energies, jointly continuous in \(e\) and \(r\), whose mutual Wronskians vanish at \(a\). For \(a>0\) this holds if the starting values are independent of energy; for \(a=0\) it holds if both components vanish there. Let \(O(e,e_0)\) be the overlap of the solutions at \(e\) and \(e_0\), and suppose \(G_{e_0}(R)\ne0\). For \(e\ne e_0\) close enough to \(e_0\) that \(G_e(R)\ne0\), the Wronskian identity gives

\[
\frac{1}{e-e_0}\left[\frac{F_e(R)}{G_e(R)}-\frac{F_{e_0}(R)}{G_{e_0}(R)}\right]
=-\frac{O(e,e_0)}{c\,G_e(R)G_{e_0}(R)} .
\]

Joint continuity is uniform on a compact energy interval times \([a,R]\), so \(O(e,e_0)\to O(e_0,e_0)\) as \(e\to e_0\). Therefore

\[
\left.\frac{\partial}{\partial e}\frac{F_e(R)}{G_e(R)}\right|_{e_0}
=-\frac{1}{c\,G_{e_0}(R)^2}\int_a^R\left(G_{e_0}^2+F_{e_0}^2\right)dr .
\]

Consider an all-electron family in \(V\) and a pseudo family in another local potential \(V_p\), with the same \(c\), \(k\), \(a\) and \(R\). If their large components at \(R\) and \(e_0\) are equal and nonzero, the two prefactors agree. Their charges are then equal exactly when the energy derivatives of their ratios are equal.

For one electron in a single channel, this is a Dirac form of the link between charge and scattering behind norm-conserving pseudopotentials: if the ratios also agree at \(e_0\), equal charge makes them agree to first order in energy.

In the formal limit \(c\to\infty\), \(2cF\) tends to \(G'+kG/r\) and the small component drops out of the charge. The formula becomes the non-relativistic one for the logarithmic derivative, \(\partial_e(G'/G)=-2\int_a^R G^2\,dr/G(R)^2\), evaluated at \(R\).

## The physics as Lean hypotheses

`IsRadialDirac` states that `G` and `F` are continuous on the closed interval and satisfy the equations in its interior. It requires `0 ≤ a`, so the origin may be an endpoint. It asks nothing of `V` directly, but since the equations hold at every interior point, `V` cannot jump where the spinor is nonzero, so a potential step inside the interval is not covered. The number `k` may be any real, and the theorems need only `c ≠ 0`; physically, \(k\) is a nonzero integer and \(c>0\).

`wronskian` omits the factor \(c\), which the theorems write separately. `IsEnergyFamily` collects the assumptions on a family, with the energy as the first argument of `G` and `F`. Its field `inner` is the condition at \(a\). The existence of such a family is assumed, and the explicit solutions in `isRadialDirac_witness` illustrate only the radial equations.

In `norm_conservation_iff`, `hm` matches the large components at one energy, while the small components at \(R\) may differ. Both families solve Dirac equations with potentials local in \(r\). Since \(k\) is fixed, \(V_p\) may differ from channel to channel, as in semilocal pseudopotentials. Nonlocal projectors acting within a channel and the augmentation charges of ultrasoft and projector augmented-wave methods are not covered. Nor are pseudo orbitals that obey a Schrödinger-type equation, a common choice even when the all-electron atom is treated with the Dirac equation. The case \(a=R\) is allowed: both charges and both derivatives are then zero.

## The Lean file

```lean
import Mathlib

open Set Filter intervalIntegral
open scoped Topology

namespace RelativisticNormConservation

noncomputable section

/-- The large component `G` and small component `F` solve the radial Dirac equations at
energy `e` (rest energy subtracted) in the potential `V`, between the radii `a` and `R`. -/
structure IsRadialDirac (c k : ℝ) (V : ℝ → ℝ) (a R e : ℝ) (G F : ℝ → ℝ) : Prop where
  inner_nonneg : 0 ≤ a
  contG : ContinuousOn G (Icc a R)
  contF : ContinuousOn F (Icc a R)
  derivG : ∀ r ∈ Ioo a R,
    HasDerivAt G (-k * G r / r + (e - V r + 2 * c ^ 2) * F r / c) r
  derivF : ∀ r ∈ Ioo a R, HasDerivAt F (k * F r / r - (e - V r) * G r / c) r

/-- The Wronskian `G₁ F₂ - G₂ F₁` of two radial spinors at radius `r`. -/
def wronskian (G₁ F₁ G₂ F₂ : ℝ → ℝ) (r : ℝ) : ℝ := G₁ r * F₂ r - G₂ r * F₁ r

/-- The overlap of two radial spinors between the radii `a` and `R`. -/
def overlap (a R : ℝ) (G₁ F₁ G₂ F₂ : ℝ → ℝ) : ℝ :=
  ∫ r in a..R, (G₁ r * G₂ r + F₁ r * F₂ r)

/-- Solutions at all energies, jointly continuous in energy and radius, whose mutual
Wronskians vanish at the inner radius `a`. -/
structure IsEnergyFamily (c k : ℝ) (V : ℝ → ℝ) (a R : ℝ) (G F : ℝ → ℝ → ℝ) : Prop where
  solves : ∀ e, IsRadialDirac c k V a R e (G e) (F e)
  contG : ContinuousOn (fun x : ℝ × ℝ => G x.1 x.2) (univ ×ˢ Icc a R)
  contF : ContinuousOn (fun x : ℝ × ℝ => F x.1 x.2) (univ ×ˢ Icc a R)
  inner : ∀ e e', wronskian (G e) (F e) (G e') (F e') a = 0

/-- The radial derivative of `c` times the Wronskian is the energy difference times the
overlap density. -/
theorem hasDerivAt_wronskian {c k a R e₁ e₂ r : ℝ} {V G₁ F₁ G₂ F₂ : ℝ → ℝ} (hc : c ≠ 0)
    (h₁ : IsRadialDirac c k V a R e₁ G₁ F₁) (h₂ : IsRadialDirac c k V a R e₂ G₂ F₂)
    (hr : r ∈ Ioo a R) :
    HasDerivAt (fun s => c * wronskian G₁ F₁ G₂ F₂ s)
      ((e₁ - e₂) * (G₁ r * G₂ r + F₁ r * F₂ r)) r := by
  have hcc : c * c⁻¹ = 1 := mul_inv_cancel₀ hc
  have h := (((h₁.derivG r hr).fun_mul (h₂.derivF r hr)).fun_sub
    ((h₂.derivG r hr).fun_mul (h₁.derivF r hr))).const_mul c
  -- the centrifugal, potential and rest-energy terms cancel
  refine h.congr_deriv ?_
  linear_combination ((e₁ - e₂) * (G₁ r * G₂ r + F₁ r * F₂ r)) * hcc

/-- Between `a` and `R`, `c` times the Wronskian of two radial Dirac solutions increases by
the energy difference times their overlap. -/
theorem wronskian_increase {c k a R e₁ e₂ : ℝ} {V G₁ F₁ G₂ F₂ : ℝ → ℝ} (hc : c ≠ 0)
    (hab : a ≤ R)
    (h₁ : IsRadialDirac c k V a R e₁ G₁ F₁) (h₂ : IsRadialDirac c k V a R e₂ G₂ F₂) :
    c * wronskian G₁ F₁ G₂ F₂ R - c * wronskian G₁ F₁ G₂ F₂ a
      = (e₁ - e₂) * overlap a R G₁ F₁ G₂ F₂ := by
  have hcont : ContinuousOn (fun s => c * wronskian G₁ F₁ G₂ F₂ s) (Icc a R) :=
    continuousOn_const.mul ((h₁.contG.mul h₂.contF).sub (h₂.contG.mul h₁.contF))
  have hdens : ContinuousOn (fun r => (e₁ - e₂) * (G₁ r * G₂ r + F₁ r * F₂ r)) (Icc a R) :=
    continuousOn_const.mul ((h₁.contG.mul h₂.contG).add (h₁.contF.mul h₂.contF))
  -- fundamental theorem of calculus
  have key := intervalIntegral.integral_eq_sub_of_hasDerivAt_of_le hab hcont
    (fun r hr => hasDerivAt_wronskian hc h₁ h₂ hr) (hdens.intervalIntegrable_of_Icc hab)
  rw [intervalIntegral.integral_const_mul] at key
  exact key.symm

/-- For `V = 0` and `k = -1`, the spinors `(r, 0)` and `(r, 2 c r² / 3)` solve the radial
Dirac equations on `[0, R]` at the energies `0` and `-2 c²`. -/
theorem isRadialDirac_witness {c : ℝ} (hc : c ≠ 0) (R : ℝ) :
    IsRadialDirac c (-1) (fun _ => 0) 0 R 0 (fun r => r) (fun _ => 0) ∧
    IsRadialDirac c (-1) (fun _ => 0) 0 R (-2 * c ^ 2) (fun r => r)
      (fun r => 2 * c / 3 * (r * r)) := by
  refine ⟨⟨le_rfl, by fun_prop, by fun_prop, fun r hr => ?_, fun r hr => ?_⟩,
    ⟨le_rfl, by fun_prop, by fun_prop, fun r hr => ?_, fun r hr => ?_⟩⟩
  · have hr0 : r ≠ 0 := ne_of_gt hr.1
    exact (hasDerivAt_id' r).congr_deriv (by simp [hr0])
  · exact (hasDerivAt_const r (0 : ℝ)).congr_deriv (by simp)
  · have h1 : r * r⁻¹ = 1 := mul_inv_cancel₀ (ne_of_gt hr.1)
    exact (hasDerivAt_id' r).congr_deriv (by linear_combination -h1)
  · have hr0 : r ≠ 0 := ne_of_gt hr.1
    have hd := ((hasDerivAt_id' r).fun_mul (hasDerivAt_id' r)).const_mul (2 * c / 3)
    refine hd.congr_deriv ?_
    field_simp
    ring

/-- In an energy family, the overlap with the solution at a fixed energy `e₀` depends
continuously on the energy. -/
theorem continuous_overlap {c k a R : ℝ} {V : ℝ → ℝ} {G F : ℝ → ℝ → ℝ} (hab : a ≤ R)
    (h : IsEnergyFamily c k V a R G F) (e₀ : ℝ) :
    Continuous (fun e => overlap a R (G e) (F e) (G e₀) (F e₀)) := by
  -- clamp the radius to `[a, R]` to get functions continuous everywhere
  have hp : ∀ r : ℝ, max a (min r R) ∈ Icc a R := fun r =>
    ⟨le_max_left _ _, max_le hab (min_le_right _ _)⟩
  have hG : Continuous (fun x : ℝ × ℝ => G x.1 (max a (min x.2 R))) :=
    h.contG.comp_continuous (f := fun x : ℝ × ℝ => (x.1, max a (min x.2 R)))
      (by fun_prop) (fun x => ⟨trivial, hp x.2⟩)
  have hF : Continuous (fun x : ℝ × ℝ => F x.1 (max a (min x.2 R))) :=
    h.contF.comp_continuous (f := fun x : ℝ × ℝ => (x.1, max a (min x.2 R)))
      (by fun_prop) (fun x => ⟨trivial, hp x.2⟩)
  have hs : Continuous (fun x : ℝ × ℝ => (e₀, x.2)) := by fun_prop
  have hI := continuous_parametric_intervalIntegral_of_continuous'
    (μ := MeasureTheory.volume)
    (f := fun e r => G e (max a (min r R)) * G e₀ (max a (min r R))
      + F e (max a (min r R)) * F e₀ (max a (min r R)))
    ((hG.mul (hG.comp hs)).add (hF.mul (hF.comp hs))) a R
  refine hI.congr (fun e => intervalIntegral.integral_congr (fun r hr => ?_))
  rw [uIcc_of_le hab] at hr
  have hpr : max a (min r R) = r := by rw [min_eq_left hr.2, max_eq_right hr.1]
  simp only [hpr]

/-- The energy derivative of the ratio `F / G` at `R` is minus the charge between `a` and `R`
divided by `c G(R)²`. -/
theorem hasDerivAt_ratio {c k a R e₀ : ℝ} {V : ℝ → ℝ} {G F : ℝ → ℝ → ℝ} (hc : c ≠ 0)
    (hab : a ≤ R) (h : IsEnergyFamily c k V a R G F) (hG₀ : G e₀ R ≠ 0) :
    HasDerivAt (fun e => F e R / G e R)
      (-overlap a R (G e₀) (F e₀) (G e₀) (F e₀) / (c * (G e₀ R * G e₀ R))) e₀ := by
  have hGR : Continuous (fun e => G e R) :=
    h.contG.comp_continuous (f := fun e : ℝ => (e, R)) (by fun_prop)
      (fun e => ⟨trivial, hab, le_rfl⟩)
  have hlim : ContinuousAt (fun e => -overlap a R (G e) (F e) (G e₀) (F e₀)
      / (c * (G e R * G e₀ R))) e₀ :=
    (continuous_overlap hab h e₀).neg.continuousAt.div
      (continuous_const.mul (hGR.mul continuous_const)).continuousAt
      (mul_ne_zero hc (mul_ne_zero hG₀ hG₀))
  rw [hasDerivAt_iff_tendsto_slope]
  refine Tendsto.congr' ?_ (hlim.tendsto.mono_left nhdsWithin_le_nhds)
  filter_upwards [self_mem_nhdsWithin,
    (hGR.continuousAt.eventually_ne hG₀).filter_mono nhdsWithin_le_nhds] with e he hGe
  have he' : e - e₀ ≠ 0 := sub_ne_zero.mpr he
  -- the difference quotient is given by the Wronskian identity
  have key := wronskian_increase hc hab (h.solves e) (h.solves e₀)
  rw [h.inner e e₀] at key
  simp only [wronskian] at key
  rw [slope_def_field, div_sub_div _ _ hGe hG₀, div_div,
    div_eq_div_iff (mul_ne_zero hc (mul_ne_zero hGe hG₀))
      (mul_ne_zero (mul_ne_zero hGe hG₀) he')]
  linear_combination (G e R * G e₀ R) * key

/-- Relativistic norm conservation: if an all-electron and a pseudo family have the same
nonzero large component at `R` and energy `e₀`, their charges between `a` and `R` agree exactly
when their ratios `F / G` at `R` have the same energy derivative. -/
theorem norm_conservation_iff {c k a R e₀ : ℝ} {V Vp : ℝ → ℝ} {G F Gp Fp : ℝ → ℝ → ℝ}
    (hc : c ≠ 0) (hab : a ≤ R) (h : IsEnergyFamily c k V a R G F)
    (hp : IsEnergyFamily c k Vp a R Gp Fp) (hG₀ : G e₀ R ≠ 0) (hm : Gp e₀ R = G e₀ R) :
    overlap a R (G e₀) (F e₀) (G e₀) (F e₀) = overlap a R (Gp e₀) (Fp e₀) (Gp e₀) (Fp e₀) ↔
      deriv (fun e => F e R / G e R) e₀ = deriv (fun e => Fp e R / Gp e R) e₀ := by
  have hGp : Gp e₀ R ≠ 0 := by rw [hm]; exact hG₀
  rw [(hasDerivAt_ratio hc hab h hG₀).deriv, (hasDerivAt_ratio hc hab hp hGp).deriv, hm,
    div_left_inj' (mul_ne_zero hc (mul_ne_zero hG₀ hG₀)), neg_inj]

end

end RelativisticNormConservation
```

```lean
#print axioms RelativisticNormConservation.norm_conservation_iff
```

```
'RelativisticNormConservation.norm_conservation_iff' depends on axioms: [propext, Classical.choice, Quot.sound]
```

## From the product rule to equal charges

`hasDerivAt_wronskian` applies the product rule to the two terms of the Wronskian. The closing `linear_combination` carries out the cancellation, using \(c\,c^{-1}=1\).

`wronskian_increase` integrates this derivative by the fundamental theorem of calculus, in a version that needs continuity on the closed interval but derivatives only inside it. That is why the equations need not hold at \(a\) or \(R\).

`continuous_overlap` supplies the limit of the overlap. The library theorem on integrals with a parameter wants an integrand continuous everywhere, so the radius is replaced by `max a (min r R)`, which always lies in \([a,R]\) and equals \(r\) there. The integral is therefore unchanged.

`hasDerivAt_ratio` treats the derivative as a limit of slopes. The `filter_upwards` step restricts to energies \(e\ne e_0\) with \(G_e(R)\ne0\). There, `key` is the Wronskian identity with its value at \(a\) set to zero, and clearing denominators turns it into the difference quotient above. `hlim` then gives the limit.

`norm_conservation_iff` substitutes this derivative for each family, uses `hm` to make the denominators equal, and cancels them together with the minus signs.
